# Modes along and across the bond of two atoms coupled by $kI + c\,nn^T$

Displace two atoms of unequal mass by equal and opposite amounts along their bond. If the bond resists, this pattern is not a normal mode: the forces are equal and opposite, the accelerations are not, and the ratio of the displacements changes as soon as the atoms are released. The pattern is the sum of a uniform translation and a true vibration, so atoms released from rest oscillate about shifted positions.

The pattern that does persist is $(v/m_1, -v/m_2)$, with masses $m_1, m_2 > 0$ and $v$ a nonzero vector along or across the bond. For the harmonic coupling $\Phi = kI + c\,nn^T$, with $n$ the unit bond vector, its squared frequency is $(k+c)/\mu$ along the bond and $k/\mu$ across it, where $\mu = m_1m_2/(m_1+m_2)$.

## Displacements, forces and masses

```lean
import Mathlib

open Matrix

namespace DiatomicLatticeModes

noncomputable section
```

This loads Mathlib. Below, `*ᵥ` is matrix times vector, `⬝ᵥ` the dot product and `•` multiplication by a scalar.

```lean
/-- Displacements of two atoms in three dimensions: the left summand is atom 1, the right
summand is atom 2. -/
abbrev Displacement := Fin 3 ⊕ Fin 3 → ℝ
```

A displacement is six real numbers, three for each atom. `Sum.elim x y` joins the displacements $x$ of atom 1 and $y$ of atom 2.

```lean
/-- The force-constant block `k I + c n nᵀ` of a bond with direction `n`. -/
def bondBlock (k c : ℝ) (n : Fin 3 → ℝ) : Matrix (Fin 3) (Fin 3) ℝ :=
  k • (1 : Matrix (Fin 3) (Fin 3) ℝ) + c • vecMulVec n n
```

This is $\Phi$. The stiffness is $k$ across the bond and $k+c$ along it; both constants are given, not derived. A free molecule at equilibrium has $k=0$, since it can rotate without cost, so a nonzero $k$ stands for surroundings or a strained bond.

```lean
/-- The force-constant matrix of two atoms, with blocks `Φ` on the diagonal and `-Φ` off it. -/
def forceConstants (Φ : Matrix (Fin 3) (Fin 3) ℝ) :
    Matrix (Fin 3 ⊕ Fin 3) (Fin 3 ⊕ Fin 3) ℝ :=
  fromBlocks Φ (-Φ) (-Φ) Φ
```

The force-constant matrix is
$$K=\begin{pmatrix}\Phi&-\Phi\\-\Phi&\Phi\end{pmatrix}.$$
Only relative displacement produces a force.

```lean
/-- The diagonal mass matrix of the two atoms. -/
def massMatrix (m₁ m₂ : ℝ) : Matrix (Fin 3 ⊕ Fin 3) (Fin 3 ⊕ Fin 3) ℝ :=
  diagonal (Sum.elim (fun _ => m₁) (fun _ => m₂))
```

The mass matrix $M$ carries $m_1$ three times and $m_2$ three times on its diagonal.

```lean
/-- A normal mode with squared frequency `w`: a nonzero displacement `u` with `K u = w M u`. -/
def IsNormalMode (m₁ m₂ : ℝ) (Φ : Matrix (Fin 3) (Fin 3) ℝ) (w : ℝ) (u : Displacement) : Prop :=
  u ≠ 0 ∧ forceConstants Φ *ᵥ u = w • (massMatrix m₁ m₂ *ᵥ u)
```

Inserting $u\cos\omega t$ into $M\ddot u=-Ku$ gives $Ku=\omega^2Mu$. Lean's `w` is $\omega^2$ and may be any real number; a negative value signals an instability.

```lean
/-- The reduced mass `m₁ m₂ / (m₁ + m₂)`, for positive masses. -/
def reducedMass (m₁ m₂ : ℝ) : ℝ := m₁ * m₂ / (m₁ + m₂)
```

This is $\mu$.

```lean
/-- The displacement `(v / m₁, -v / m₂)`, for nonzero masses. -/
def relDisp (m₁ m₂ : ℝ) (v : Fin 3 → ℝ) : Displacement :=
  Sum.elim (m₁⁻¹ • v) (-(m₂⁻¹ • v))
```

The displacement $(v/m_1,-v/m_2)$ leaves the centre of mass at rest. Here $v$ has units of mass times length.

```lean
/-- The dipole induced by a displacement when the atoms carry Born effective charge tensors
`Z₁` and `Z₂`. -/
def inducedDipole (Z₁ Z₂ : Matrix (Fin 3) (Fin 3) ℝ) (u : Displacement) : Fin 3 → ℝ :=
  Z₁ *ᵥ (u ∘ Sum.inl) + Z₂ *ᵥ (u ∘ Sum.inr)
```

At zero macroscopic electric field the induced dipole is $Z_1x+Z_2y$, linear in the displacements. Rows of a charge tensor label dipole components, columns label displacement components.

## From two atoms to one vector equation

```lean
variable {m₁ m₂ k c w : ℝ} {n v : Fin 3 → ℝ} {Φ : Matrix (Fin 3) (Fin 3) ℝ}

/-- The bond block sends `v` to `k v + c (n · v) n`. -/
theorem bondBlock_mulVec (k c : ℝ) (n v : Fin 3 → ℝ) :
    bondBlock k c n *ᵥ v = k • v + (c * (n ⬝ᵥ v)) • n := by
  ext i
  fin_cases i <;>
    simp [bondBlock, Matrix.mulVec, dotProduct, Fin.sum_univ_three, vecMulVec_apply,
      Matrix.one_apply] <;> ring
```

The curly braces declare variables that Lean infers from context. The theorem says
$$\Phi v=kv+c\,(n\cdot v)\,n,$$
because $nn^Tv=n(n\cdot v)$. The proof checks the three components in turn.

```lean
/-- The normal-mode equation written atom by atom: the force depends only on the relative
displacement `x - y`. -/
theorem isNormalMode_elim_iff (x y : Fin 3 → ℝ) :
    IsNormalMode m₁ m₂ Φ w (Sum.elim x y) ↔
      Sum.elim x y ≠ 0 ∧ Φ *ᵥ (x - y) = (w * m₁) • x ∧ -(Φ *ᵥ (x - y)) = (w * m₂) • y := by
  have hK : forceConstants Φ *ᵥ Sum.elim x y
      = Sum.elim (Φ *ᵥ (x - y)) (-(Φ *ᵥ (x - y))) := by
    rw [forceConstants, fromBlocks_mulVec]
    ext (i | i) <;> simp [Matrix.neg_mulVec, Matrix.mulVec_sub] <;> ring
  have hM : w • (massMatrix m₁ m₂ *ᵥ Sum.elim x y)
      = Sum.elim ((w * m₁) • x) ((w * m₂) • y) := by
    ext (i | i) <;> simp [massMatrix, mulVec_diagonal, mul_assoc]
  rw [IsNormalMode, hK, hM]
  refine and_congr Iff.rfl ⟨fun h => ?_, ?_⟩
  · exact ⟨funext fun i => congrFun h (Sum.inl i), funext fun i => congrFun h (Sum.inr i)⟩
  · rintro ⟨h1, h2⟩
    rw [h2, h1]
```

Multiplying out the blocks turns $Ku=wMu$ into
$$\Phi(x-y)=wm_1x,\qquad -\Phi(x-y)=wm_2y.$$
In the proof, `hK` computes the left side and `hM` the right; the remaining lines split the six-component equation into its two halves.

```lean
/-- For positive masses the reduced mass is positive, and its inverse is the sum of the inverse
masses. -/
theorem reducedMass_spec (h₁ : 0 < m₁) (h₂ : 0 < m₂) :
    0 < reducedMass m₁ m₂ ∧ m₁⁻¹ + m₂⁻¹ = (reducedMass m₁ m₂)⁻¹ := by
  refine ⟨div_pos (mul_pos h₁ h₂) (add_pos h₁ h₂), ?_⟩
  rw [reducedMass, inv_div, inv_add_inv h₁.ne' h₂.ne']
```

Over a common denominator, $1/m_1+1/m_2=(m_1+m_2)/(m_1m_2)=1/\mu$, and $\mu>0$ because both masses are positive.

```lean
/-- Reduction to one body: `(v / m₁, -v / m₂)` is a normal mode with squared frequency `w`
exactly when `v` is nonzero and `Φ v = μ w v`. -/
theorem relDisp_mode_iff (h₁ : 0 < m₁) (h₂ : 0 < m₂) :
    IsNormalMode m₁ m₂ Φ w (relDisp m₁ m₂ v) ↔
      v ≠ 0 ∧ Φ *ᵥ v = (reducedMass m₁ m₂ * w) • v := by
  obtain ⟨hμ, hinv⟩ := reducedMass_spec h₁ h₂
  have hd : m₁⁻¹ • v - -(m₂⁻¹ • v) = (reducedMass m₁ m₂)⁻¹ • v := by
    rw [sub_neg_eq_add, ← add_smul, hinv]
  have e1 : (w * m₁) • (m₁⁻¹ • v) = w • v := by
    rw [smul_smul, mul_assoc, mul_inv_cancel₀ h₁.ne', mul_one]
  have e2 : (w * m₂) • (-(m₂⁻¹ • v)) = -(w • v) := by
    rw [smul_neg, smul_smul, mul_assoc, mul_inv_cancel₀ h₂.ne', mul_one]
  -- both atoms give the same equation for `v`
  rw [relDisp, isNormalMode_elim_iff, hd, Matrix.mulVec_smul, e1, e2, neg_inj, and_self,
    inv_smul_eq_iff₀ hμ.ne', smul_smul]
  refine and_congr (not_congr ⟨fun h => ?_, fun h => ?_⟩) Iff.rfl
  · ext i
    have hi := congrFun h (Sum.inl i)
    simpa [h₁.ne'] using hi
  · subst h
    ext (i | i) <;> simp
```

Put $x=v/m_1$ and $y=-v/m_2$. Then $x-y=v/\mu$, which is `hd`. The masses cancel on the right (`e1`, `e2`), leaving $\Phi v/\mu=wv$ for atom 1 and its negative for atom 2. Both say
$$\Phi v=\mu w\,v.$$
The last lines check that the displacement is nonzero exactly when $v$ is. This step holds for any real $3\times3$ matrix $\Phi$.

## The two frequencies and their directions

```lean
/-- For nonzero `v`, the displacement `(v / m₁, -v / m₂)` is a normal mode with squared frequency
`(k + c) / μ` if `v` is parallel to the bond, and `k / μ` if `v` is perpendicular to it. -/
theorem diatomic_modes (h₁ : 0 < m₁) (h₂ : 0 < m₂) (hn : n ⬝ᵥ n = 1) (hv : v ≠ 0) :
    ((∃ a : ℝ, v = a • n) → IsNormalMode m₁ m₂ (bondBlock k c n)
      ((k + c) / reducedMass m₁ m₂) (relDisp m₁ m₂ v)) ∧
    (n ⬝ᵥ v = 0 → IsNormalMode m₁ m₂ (bondBlock k c n)
      (k / reducedMass m₁ m₂) (relDisp m₁ m₂ v)) := by
  have hμ := (reducedMass_spec h₁ h₂).1.ne'
  have hk : ∀ x : ℝ, reducedMass m₁ m₂ * (x / reducedMass m₁ m₂) = x := fun x => by field_simp
  constructor
  · rintro ⟨a, rfl⟩
    rw [relDisp_mode_iff h₁ h₂, hk]
    refine ⟨hv, ?_⟩
    rw [bondBlock_mulVec, dotProduct_smul, hn, smul_eq_mul]
    module
  · intro h
    rw [relDisp_mode_iff h₁ h₂, hk]
    refine ⟨hv, ?_⟩
    rw [bondBlock_mulVec, h]
    simp
```

The hypothesis `hn` says that $n$ has unit length. If $v=an$, then $n\cdot v=a$ and $\Phi v=kan+can=(k+c)v$. If $n\cdot v=0$, then $\Phi v=kv$. Comparing with $\Phi v=\mu wv$ gives the two values of $w$. The two bullets of the proof are these two cases, and `module` does the vector algebra.

```lean
/-- If `c ≠ 0`, a mode `(v / m₁, -v / m₂)` with squared frequency `(k + c) / μ` has `v` parallel
to the bond, and one with squared frequency `k / μ` has `v` perpendicular to it. -/
theorem direction_of_mode (h₁ : 0 < m₁) (h₂ : 0 < m₂) (hn : n ⬝ᵥ n = 1) (hc : c ≠ 0) :
    (IsNormalMode m₁ m₂ (bondBlock k c n) ((k + c) / reducedMass m₁ m₂) (relDisp m₁ m₂ v) →
      ∃ a : ℝ, v = a • n) ∧
    (IsNormalMode m₁ m₂ (bondBlock k c n) (k / reducedMass m₁ m₂) (relDisp m₁ m₂ v) →
      n ⬝ᵥ v = 0) := by
  have hμ := (reducedMass_spec h₁ h₂).1.ne'
  have hk : ∀ x : ℝ, reducedMass m₁ m₂ * (x / reducedMass m₁ m₂) = x := fun x => by field_simp
  constructor
  · intro h
    rw [relDisp_mode_iff h₁ h₂, hk, bondBlock_mulVec] at h
    have h' : c • v = c • ((n ⬝ᵥ v) • n) := by
      linear_combination (norm := module) -h.2
    exact ⟨n ⬝ᵥ v, smul_right_injective _ hc h'⟩
  · intro h
    rw [relDisp_mode_iff h₁ h₂, hk, bondBlock_mulVec] at h
    have h0 : (c * (n ⬝ᵥ v)) • n = 0 := by
      linear_combination (norm := module) h.2
    have hn0 : n ≠ 0 := by
      rintro rfl
      simp at hn
    exact (mul_eq_zero.1 ((smul_eq_zero.1 h0).resolve_right hn0)).resolve_left hc
```

Conversely, let $c\neq0$. At $w=(k+c)/\mu$ the equation $(k+c)v=kv+c(n\cdot v)n$ reduces to $v=(n\cdot v)n$, so $v$ is parallel to $n$. At $w=k/\mu$ it reduces to $c(n\cdot v)n=0$, so $n\cdot v=0$. For $c=0$ the two values coincide and the direction is free.

## Translations and the complete list of frequencies

```lean
/-- A nonzero uniform translation of both atoms is a normal mode with zero squared frequency. -/
theorem translation_mode (hv : v ≠ 0) : IsNormalMode m₁ m₂ Φ 0 (Sum.elim v v) := by
  rw [isNormalMode_elim_iff]
  refine ⟨fun h => hv (funext fun i => congrFun h (Sum.inl i)), ?_, ?_⟩ <;> simp
```

With $x=y=v$ the relative displacement vanishes, and so does the force.

```lean
/-- Every normal mode with nonzero squared frequency has the form `(v / m₁, -v / m₂)`. -/
theorem vibration_eq_relDisp {u : Displacement} (h₁ : 0 < m₁) (h₂ : 0 < m₂) (hw : w ≠ 0)
    (h : IsNormalMode m₁ m₂ Φ w u) : ∃ v, u = relDisp m₁ m₂ v := by
  obtain ⟨x, y, rfl⟩ : ∃ x y : Fin 3 → ℝ, u = Sum.elim x y :=
    ⟨u ∘ Sum.inl, u ∘ Sum.inr, (Sum.elim_comp_inl_inr u).symm⟩
  obtain ⟨_, hx, hy⟩ := (isNormalMode_elim_iff x y).1 h
  rw [hx] at hy
  refine ⟨m₁ • x, ?_⟩
  ext (i | i)
  · simp [relDisp, h₁.ne']
  · have hi := congrFun hy i
    simp only [Pi.neg_apply, Pi.smul_apply, smul_eq_mul] at hi
    -- the centre of mass stays at rest
    have hcm : m₂ * y i = -(m₁ * x i) := mul_left_cancel₀ hw (by linear_combination -hi)
    change y i = -(m₂⁻¹ * (m₁ * x i))
    rw [show m₁ * x i = -(m₂ * y i) by linarith, mul_neg, neg_neg,
      inv_mul_cancel_left₀ h₂.ne']
```

Adding the two atomic equations gives $w(m_1x+m_2y)=0$. For $w\neq0$ this means $m_2y=-m_1x$, which is `hcm`, and $v=m_1x$ gives the required form.

```lean
/-- The squared frequency of any normal mode of the pair is `0`, `(k + c) / μ` or `k / μ`. -/
theorem squared_frequencies {u : Displacement} (h₁ : 0 < m₁) (h₂ : 0 < m₂) (hn : n ⬝ᵥ n = 1)
    (h : IsNormalMode m₁ m₂ (bondBlock k c n) w u) :
    w = 0 ∨ w = (k + c) / reducedMass m₁ m₂ ∨ w = k / reducedMass m₁ m₂ := by
  have hμ := (reducedMass_spec h₁ h₂).1.ne'
  by_cases hw : w = 0
  · exact Or.inl hw
  obtain ⟨v, rfl⟩ := vibration_eq_relDisp h₁ h₂ hw h
  obtain ⟨hv, he⟩ := (relDisp_mode_iff h₁ h₂).1 h
  rw [bondBlock_mulVec] at he
  right
  by_cases d : n ⬝ᵥ v = 0
  · right
    rw [d, mul_zero, zero_smul, add_zero] at he
    have e : k = reducedMass m₁ m₂ * w := smul_left_injective ℝ hv he
    rw [eq_div_iff hμ]
    linear_combination -e
  · left
    -- project the mode equation on the bond direction
    have hp := congrArg (fun z => n ⬝ᵥ z) he
    simp only [dotProduct_add, dotProduct_smul, hn, smul_eq_mul] at hp
    have e : k + c = reducedMass m₁ m₂ * w := mul_right_cancel₀ d (by linear_combination hp)
    rw [eq_div_iff hμ]
    linear_combination -e
```

If $w\neq0$, the mode is $(v/m_1,-v/m_2)$ with $kv+c(n\cdot v)n=\mu wv$. When $n\cdot v=0$, this gives $k=\mu w$. Otherwise, taking the dot product with $n$ and dividing by $n\cdot v$ gives $k+c=\mu w$.

## The dipole carried by the vibration

```lean
/-- If the Born effective charge tensors sum to zero, the displacement `(v / m₁, -v / m₂)`
induces the dipole `Z₁ v / μ`. -/
theorem inducedDipole_relDisp {Z₁ Z₂ : Matrix (Fin 3) (Fin 3) ℝ} (h₁ : 0 < m₁) (h₂ : 0 < m₂)
    (hZ : Z₁ + Z₂ = 0) :
    inducedDipole Z₁ Z₂ (relDisp m₁ m₂ v) = (reducedMass m₁ m₂)⁻¹ • (Z₁ *ᵥ v) := by
  obtain rfl : Z₂ = -Z₁ := eq_neg_of_add_eq_zero_right hZ
  rw [inducedDipole, relDisp, Sum.elim_comp_inl, Sum.elim_comp_inr, Matrix.neg_mulVec,
    Matrix.mulVec_neg, neg_neg, Matrix.mulVec_smul, Matrix.mulVec_smul, ← add_smul,
    (reducedMass_spec h₁ h₂).2]

end

end DiatomicLatticeModes
```

The condition $Z_1+Z_2=0$, assumed here, says that a rigid translation induces no dipole. With $Z_2=-Z_1$,
$$Z_1\frac{v}{m_1}+Z_2\Bigl(-\frac{v}{m_2}\Bigr)=\Bigl(\frac1{m_1}+\frac1{m_2}\Bigr)Z_1v=\frac{Z_1v}{\mu}.$$
If the mode is normalised by $u^TMu=1$, then $|v|=\sqrt\mu$ and the dipole is $Z_1\hat v/\sqrt\mu$, with $\hat v=v/|v|$.

```lean
#print axioms DiatomicLatticeModes.diatomic_modes
-- 'DiatomicLatticeModes.diatomic_modes' depends on axioms: [propext, Classical.choice, Quot.sound]
#print axioms DiatomicLatticeModes.translation_mode
-- 'DiatomicLatticeModes.translation_mode' depends on axioms: [propext, Classical.choice, Quot.sound]
#print axioms DiatomicLatticeModes.squared_frequencies
-- 'DiatomicLatticeModes.squared_frequencies' depends on axioms: [propext, Classical.choice, Quot.sound]
#print axioms DiatomicLatticeModes.inducedDipole_relDisp
-- 'DiatomicLatticeModes.inducedDipole_relDisp' depends on axioms: [propext, Classical.choice, Quot.sound]
```

## Zone-centre phonons and mass-weighted vectors

In a harmonic phonon calculation for an insulating cubic crystal with two atoms per primitive cell, such as rock salt, the zone-centre matrix has this form. The force constants at zero macroscopic field supply $k$; they contain the short-range forces and also the local-field part of the dipole interaction. The macroscopic field supplies $c=4\pi Z^2/(\Omega\varepsilon_\infty)$ in atomic units, where $\pm Z$ are the Born charges, $\Omega$ is the cell volume and $\varepsilon_\infty$ the electronic dielectric constant; $n$ is then the direction in which the wavevector approaches zero. The two frequencies are the longitudinal and transverse optical ones.

Phonon codes commonly diagonalise $D=M^{-1/2}KM^{-1/2}$, whose eigenvectors are $e=M^{1/2}u$. Each atom's part of $e$ must be divided by $\sqrt{m_i}$ before it is multiplied by the Born charges.

A mode could also have been defined in Lean as an eigenvector of $D$. The frequencies would be the same, but the pattern would read $(v/\sqrt{m_1},-v/\sqrt{m_2})$. Orthogonality of modes would then be the ordinary one for a symmetric matrix, while square roots of the masses would enter the proofs.
